# Exceptional points of a two-state Hamiltonian, and the level shift that moves them outside the unit disc

## An intruder in the perturbation series

A perturbation calculation starts from a reference state and switches on the perturbation with a parameter $z$, from $z=0$ to the physical value $z=1$. If another state comes close in energy for some $z$ in or near the unit disc, the series in $z$ may diverge. Such a state is called an intruder.

The smallest model has two states:

$$H(z)=\begin{pmatrix}0 & zK\\ zK & d+zs\end{pmatrix}.$$

Here $d$ is the zeroth-order gap, $s$ the first-order change of the gap, and $K$ the coupling between the states; all three are real. The diagonal element of the reference state is set to zero for every $z$. We take $d>0$, so that the reference is the lower state at $z=0$, and $K\neq0$, so that the states interact.

By standard complex analysis, the Taylor series of the two energies about $z=0$ converge up to the nearest branch point. In this two-state model the branch points are the complex values of $z$ at which the levels coalesce.

## Where the two levels coalesce

Write $T=d+zs$. The secular determinant is

$$\det(x-H(z))=x(x-T)-z^2K^2 .$$

It equals $(x-\mu)^2$ for all $x$ exactly when $T=2\mu$ and $-z^2K^2=\mu^2$. Such a $\mu$ exists exactly when the discriminant vanishes:

$$D=T^2+4z^2K^2=\bigl(d+z(s+2iK)\bigr)\bigl(d+z(s-2iK)\bigr)=0 .$$

Since $K\neq0$, neither $s+2iK$ nor $s-2iK$ is zero, and the solutions are

$$z=-\frac{d}{s\pm2iK},\qquad |z|=\frac{d}{\sqrt{s^2+4K^2}} .$$

## One eigenvector instead of two

Suppose $D=0$. Then $z\neq0$, because $D=d^2\neq0$ at $z=0$. The only eigenvalue is $\mu=T/2$, and an eigenvector $(p,r)$ must satisfy $zKr=\mu p$. All eigenvectors are therefore proportional, and no invertible matrix of eigenvectors exists. Such a value of $z$, where the eigenvectors coalesce together with the eigenvalues, is called an exceptional point. Since $\mu^2=-z^2K^2$, the normalised eigenvector is, up to a phase, $(1,\mp i)/\sqrt2$ at $z=-d/(s\pm2iK)$.

Suppose $D\neq0$. At $z=0$ the matrix is already diagonal. Otherwise choose $w$ with $w^2=D$ and set $l=(T+w)/2$, $m=(T-w)/2$. Both solve $x^2=Tx+z^2K^2$, so $(zK,l)$ and $(zK,m)$ are eigenvectors. The determinant of the matrix with these columns is $zK(m-l)=-zKw\neq0$. Dividing the columns by $\sqrt{|zK|^2+|l|^2}$ and $\sqrt{|zK|^2+|m|^2}$ normalises them.

## A shift that leaves the physical Hamiltonian alone

Add $\sigma$ to the zeroth-order gap and subtract it from the perturbation: $d\to d+\sigma$, $s\to s-\sigma$. The sum $d+s$ is unchanged, and so is $H(1)$, but the exceptional points move. If $d+\sigma>0$, they lie outside the closed unit disc exactly when

$$(d+\sigma)^2>(s-\sigma)^2+4K^2 .$$

The terms in $\sigma^2$ cancel. For $d+s>0$ this leaves

$$\sigma>\frac{4K^2+s^2-d^2}{2(d+s)} .$$

With $d=s=1$ and $K=\tfrac12$, the unshifted points have modulus $1/\sqrt2$, and any $\sigma>\tfrac14$ moves them out of the disc.

In a perturbation code, the shift appears as a constant added to the energy denominators. For the reference state here, the second-order energy changes from $-K^2/d$ to $-K^2/(d+\sigma)$. The compensating $-\sigma$ first enters at third order, where the energy is $K^2(s-\sigma)/(d+\sigma)^2$. The energy truncated at second or third order therefore depends on $\sigma$, although the exact energies at $z=1$ do not.

## What the definitions and hypotheses say

`hamiltonian d s K z` is the matrix above, with real parameters and complex `z`. `HasRepeatedEigenvalue` says that the secular determinant is the square of one linear factor. `Diagonalisable` asks for a matrix `P` with nonzero determinant and a list `v` of eigenvalues such that `A * P = P * Matrix.diagonal v`; the columns of `P` need not be normalised or orthogonal.

`exceptional_points` assumes `0 < d` and `K ≠ 0` and makes three statements for every complex `z`: the eigenvalue is repeated exactly at the two listed points, diagonalisability fails exactly there, and these points have the stated modulus. `shift_removes_intruder_iff` assumes `K ≠ 0`, a positive difference `d + s` of the diagonal elements at `z = 1`, and a positive shifted zeroth-order gap `d + σ`. It does not require `d` itself to be positive, so it also covers a reference that starts above the intruder. The theorems hold for two states and a perturbation linear in `z`; the convergence of the series is not part of the Lean statements.

A complex coupling could be modelled by off-diagonal entries $zK$ and $z\overline K$. Then $K^2$ becomes $|K|^2$ in the discriminant, and the points are $-d/(s\pm2i|K|)$. Changing the phase of one basis state makes the coupling real, so the eigenvector argument carries over with $|K|$ in place of $K$.

```lean
import Mathlib

open Complex (I)

namespace IntruderExceptionalPoints

noncomputable section

/-- The two-state Hamiltonian at complex coupling `z`: zeroth-order gap `d`,
first-order change of the gap `s`, and off-diagonal coupling `K`. -/
def hamiltonian (d s K : ℝ) (z : ℂ) : Matrix (Fin 2) (Fin 2) ℂ :=
  !![0, z * (K : ℂ); z * (K : ℂ), (d : ℂ) + z * (s : ℂ)]

/-- The characteristic polynomial of a two-state matrix is the square of a linear factor. -/
def HasRepeatedEigenvalue (A : Matrix (Fin 2) (Fin 2) ℂ) : Prop :=
  ∃ μ : ℂ, ∀ x : ℂ, (x • (1 : Matrix (Fin 2) (Fin 2) ℂ) - A).det = (x - μ) ^ 2

/-- A two-state matrix has an invertible matrix of eigenvectors. -/
def Diagonalisable (A : Matrix (Fin 2) (Fin 2) ℂ) : Prop :=
  ∃ (P : Matrix (Fin 2) (Fin 2) ℂ) (v : Fin 2 → ℂ),
    P.det ≠ 0 ∧ A * P = P * Matrix.diagonal v

/-- The secular determinant of the two-state Hamiltonian. -/
theorem secular_det (d s K : ℝ) (z x : ℂ) :
    (x • (1 : Matrix (Fin 2) (Fin 2) ℂ) - hamiltonian d s K z).det
      = x * (x - (d + z * s)) - (z * K) ^ 2 := by
  simp [hamiltonian, Matrix.det_fin_two]
  ring

/-- The two levels coincide exactly when the discriminant of the secular equation vanishes. -/
theorem repeated_iff_discriminant (d s K : ℝ) (z : ℂ) :
    HasRepeatedEigenvalue (hamiltonian d s K z) ↔
      ((d : ℂ) + z * s) ^ 2 + 4 * (z * K) ^ 2 = 0 := by
  constructor
  · rintro ⟨μ, h⟩
    -- compare the two polynomials at x = 0 and x = 1
    have h0 := h 0
    have h1 := h 1
    rw [secular_det] at h0 h1
    have hT : (d : ℂ) + z * s = 2 * μ := by linear_combination h0 - h1
    linear_combination ((d : ℂ) + z * s + 2 * μ) * hT - 4 * h0
  · intro h
    refine ⟨((d : ℂ) + z * s) / 2, fun x => ?_⟩
    rw [secular_det]
    linear_combination (-1 / 4 : ℂ) * h

/-- For nonzero coupling `K`, the discriminant vanishes at `z = -d/(s ± 2iK)` and
nowhere else. -/
theorem discriminant_zero_iff (d s : ℝ) {K : ℝ} (hK : K ≠ 0) (z : ℂ) :
    ((d : ℂ) + z * s) ^ 2 + 4 * (z * K) ^ 2 = 0 ↔
      z = -(d : ℂ) / (s + 2 * I * K) ∨ z = -(d : ℂ) / (s - 2 * I * K) := by
  have h1 : (s : ℂ) + 2 * I * K ≠ 0 := fun h =>
    hK (by simpa using congrArg Complex.im h)
  have h2 : (s : ℂ) - 2 * I * K ≠ 0 := fun h =>
    hK (by simpa using congrArg Complex.im h)
  rw [eq_div_iff h1, eq_div_iff h2]
  constructor
  · intro h
    -- the discriminant factors over the complex numbers
    have hf : (z * (s + 2 * I * K) + d) * (z * (s - 2 * I * K) + d) = 0 := by
      linear_combination h - 4 * z ^ 2 * (K : ℂ) ^ 2 * Complex.I_sq
    rcases mul_eq_zero.1 hf with h | h
    · left
      linear_combination h
    · right
      linear_combination h
  · rintro (h | h)
    · linear_combination (z * (s - 2 * I * K) + d) * h
        + 4 * z ^ 2 * (K : ℂ) ^ 2 * Complex.I_sq
    · linear_combination (z * (s + 2 * I * K) + d) * h
        + 4 * z ^ 2 * (K : ℂ) ^ 2 * Complex.I_sq

/-- For a nonzero gap and nonzero `K`, the Hamiltonian fails to be diagonalisable
exactly where its eigenvalue is repeated. -/
theorem not_diagonalisable_iff {d K : ℝ} (s : ℝ) (hd : d ≠ 0) (hK : K ≠ 0) (z : ℂ) :
    ¬ Diagonalisable (hamiltonian d s K z) ↔
      HasRepeatedEigenvalue (hamiltonian d s K z) := by
  rw [repeated_iff_discriminant]
  have hKc : (K : ℂ) ≠ 0 := Complex.ofReal_ne_zero.2 hK
  constructor
  · intro hn
    by_contra hD
    apply hn
    by_cases hz : z = 0
    · -- without coupling the matrix is already diagonal
      refine ⟨1, ![0, (d : ℂ)], by simp, ?_⟩
      subst hz
      ext i j
      fin_cases i <;> fin_cases j <;> simp [hamiltonian]
    · -- a square root of the discriminant gives two distinct eigenvalues l and m
      obtain ⟨w, hw⟩ := IsAlgClosed.exists_pow_nat_eq
        (((d : ℂ) + z * s) ^ 2 + 4 * (z * K) ^ 2) (n := 2) (by norm_num)
      have hw0 : w ≠ 0 := by
        rintro rfl
        apply hD
        rw [← hw]
        norm_num
      obtain ⟨l, m, hl, hm, hlm⟩ : ∃ l m : ℂ,
          z * K * (z * K) + ((d : ℂ) + z * s) * l = l * l ∧
          z * K * (z * K) + ((d : ℂ) + z * s) * m = m * m ∧ m - l = -w :=
        ⟨((d : ℂ) + z * s + w) / 2, ((d : ℂ) + z * s - w) / 2,
          by linear_combination (-1 / 4 : ℂ) * hw,
          by linear_combination (-1 / 4 : ℂ) * hw, by ring⟩
      refine ⟨!![z * (K : ℂ), z * (K : ℂ); l, m], ![l, m], ?_, ?_⟩
      · rw [Matrix.det_fin_two_of, ← mul_sub, hlm]
        exact mul_ne_zero (mul_ne_zero hz hKc) (neg_ne_zero.2 hw0)
      · ext i j
        fin_cases i <;> fin_cases j <;>
          simp [hamiltonian, Matrix.mul_apply, Fin.sum_univ_two, Matrix.diagonal_apply]
        all_goals first
          | linear_combination hl
          | linear_combination hm
  · rintro hD ⟨P, v, hP, h⟩
    have hz : z ≠ 0 := by
      rintro rfl
      apply hd
      simpa using hD
    -- every eigenvector (p, r) obeys the same linear relation
    have col : ∀ j : Fin 2, z * K * P 1 j = P 0 j * (((d : ℂ) + z * s) / 2) := by
      intro j
      have e0 : z * K * P 1 j = P 0 j * v j := by
        have := congrFun (congrFun h 0) j
        rw [Matrix.mul_diagonal] at this
        simpa [hamiltonian, Matrix.mul_apply, Fin.sum_univ_two] using this
      have e1 : z * K * P 0 j + ((d : ℂ) + z * s) * P 1 j = P 1 j * v j := by
        have := congrFun (congrFun h 1) j
        rw [Matrix.mul_diagonal] at this
        simpa [hamiltonian, Matrix.mul_apply, Fin.sum_univ_two] using this
      have hsq : (z * K * P 1 j - P 0 j * (((d : ℂ) + z * s) / 2)) ^ 2 = 0 := by
        linear_combination z * K * P 1 j * e0 - z * K * P 0 j * e1
          + (P 0 j) ^ 2 / 4 * hD
      exact sub_eq_zero.1 (pow_eq_zero_iff (two_ne_zero) |>.1 hsq)
    -- so the two columns of P are parallel
    have hdet : z * K * P.det = 0 := by
      rw [Matrix.det_fin_two]
      linear_combination P 0 0 * col 1 - P 0 1 * col 0
    exact mul_ne_zero (mul_ne_zero hz hKc) hP hdet

/-- The modulus of `s ± 2iK` is `√(s² + 4K²)`. -/
theorem norm_denominators (s K : ℝ) :
    ‖(s : ℂ) + 2 * I * K‖ = √(s ^ 2 + 4 * K ^ 2) ∧
    ‖(s : ℂ) - 2 * I * K‖ = √(s ^ 2 + 4 * K ^ 2) := by
  constructor
  · rw [← Real.sqrt_sq (norm_nonneg ((s : ℂ) + 2 * I * K)), Complex.sq_norm,
      Complex.normSq_apply]
    congr 1
    simp
    ring
  · rw [← Real.sqrt_sq (norm_nonneg ((s : ℂ) - 2 * I * K)), Complex.sq_norm,
      Complex.normSq_apply]
    congr 1
    simp
    ring

/-- For `0 < d` and `K ≠ 0`, the eigenvalue is repeated exactly at `z = -d/(s ± 2iK)`; these are
exactly the points where the Hamiltonian is not diagonalisable, and their modulus is `d/√(s² +
4K²)`. -/
theorem exceptional_points {d K : ℝ} (s : ℝ) (hd : 0 < d) (hK : K ≠ 0) (z : ℂ) :
    (HasRepeatedEigenvalue (hamiltonian d s K z) ↔
      z = -(d : ℂ) / (s + 2 * I * K) ∨ z = -(d : ℂ) / (s - 2 * I * K)) ∧
    (¬ Diagonalisable (hamiltonian d s K z) ↔
      HasRepeatedEigenvalue (hamiltonian d s K z)) ∧
    (HasRepeatedEigenvalue (hamiltonian d s K z) →
      ‖z‖ = d / √(s ^ 2 + 4 * K ^ 2)) := by
  have hiff := (repeated_iff_discriminant d s K z).trans (discriminant_zero_iff d s hK z)
  refine ⟨hiff, not_diagonalisable_iff s hd.ne' hK z, fun h => ?_⟩
  rcases hiff.1 h with h | h
  · rw [h, norm_div, norm_neg, Complex.norm_real, Real.norm_of_nonneg hd.le,
      (norm_denominators s K).1]
  · rw [h, norm_div, norm_neg, Complex.norm_real, Real.norm_of_nonneg hd.le,
      (norm_denominators s K).2]

/-- A level shift `σ` added to the zeroth-order gap and subtracted from the perturbation
leaves the Hamiltonian at full coupling `z = 1` unchanged. -/
theorem shift_preserves_full_coupling (d s K σ : ℝ) :
    hamiltonian (d + σ) (s - σ) K 1 = hamiltonian d s K 1 := by
  have h : ((d + σ : ℝ) : ℂ) + 1 * ((s - σ : ℝ) : ℂ) = (d : ℂ) + 1 * (s : ℂ) := by
    push_cast
    ring
  unfold hamiltonian
  rw [h]

/-- Let `K ≠ 0`. If the difference `d + s` of the diagonal elements at `z = 1` and the shifted
zeroth-order gap `d + σ` are positive, all points where the shifted Hamiltonian has a repeated
eigenvalue lie outside the closed unit disc exactly when the level shift exceeds `(4K² + s² -
d²)/(2(d + s))`. -/
theorem shift_removes_intruder_iff {d s K σ : ℝ} (hK : K ≠ 0) (hds : 0 < d + s)
    (hσ : 0 < d + σ) :
    (∀ z : ℂ, HasRepeatedEigenvalue (hamiltonian (d + σ) (s - σ) K z) → 1 < ‖z‖) ↔
      (4 * K ^ 2 + s ^ 2 - d ^ 2) / (2 * (d + s)) < σ := by
  have hR : 0 < (s - σ) ^ 2 + 4 * K ^ 2 := by positivity
  -- compare the common modulus of the exceptional points with one
  have key : 1 < (d + σ) / √((s - σ) ^ 2 + 4 * K ^ 2) ↔
      (4 * K ^ 2 + s ^ 2 - d ^ 2) / (2 * (d + s)) < σ := by
    rw [one_lt_div (Real.sqrt_pos.2 hR), Real.sqrt_lt' hσ, div_lt_iff₀ (by linarith)]
    constructor <;> intro h <;> nlinarith
  constructor
  · intro h
    have hz := (exceptional_points (s - σ) hσ hK _).1.2 (Or.inl rfl)
    have h1 := h _ hz
    rw [(exceptional_points (s - σ) hσ hK _).2.2 hz] at h1
    exact key.1 h1
  · intro h z hz
    rw [(exceptional_points (s - σ) hσ hK z).2.2 hz]
    exact key.2 h

end

end IntruderExceptionalPoints
```

```lean
#print axioms IntruderExceptionalPoints.shift_preserves_full_coupling
#print axioms IntruderExceptionalPoints.shift_removes_intruder_iff
```

```
'IntruderExceptionalPoints.shift_preserves_full_coupling' depends on axioms: [propext, Classical.choice, Quot.sound]
'IntruderExceptionalPoints.shift_removes_intruder_iff' depends on axioms: [propext, Classical.choice, Quot.sound]
```

## How the algebra is carried out in Lean

`secular_det` expands the determinant. `repeated_iff_discriminant` replaces the comparison of coefficients by evaluation at $x=0$ and $x=1$, which is enough to give $T=2\mu$ and then $D=0$. For the converse it supplies $\mu=T/2$. The tactic `linear_combination` checks that a goal follows from the named equations with the given multipliers.

`discriminant_zero_iff` clears the nonzero denominators and uses the factorisation of $D$, with `Complex.I_sq` supplying $i^2=-1$.

In `not_diagonalisable_iff`, the first direction builds the eigenvector matrix for $D\neq0$; `IsAlgClosed.exists_pow_nat_eq` provides the square root $w$. The second direction takes an arbitrary `P` at $D=0$. Instead of first identifying the eigenvalue, it combines the two rows of the eigenvalue equation with $D=0$ to obtain $(zKr-pT/2)^2=0$ for each column $(p,r)$. Hence $zKr=pT/2$, which is `col`. Applied to both columns, it gives $zK\det P=0$, a contradiction.

`norm_denominators` computes $|s\pm2iK|$, and `exceptional_points` assembles the results. For the shift, `key` turns the condition that the modulus exceeds one into the bound on $\sigma$: it removes the quotient and the square root, and `nlinarith` finishes the inequality. One direction of the final equivalence tests the hypothesis at a single exceptional point, which suffices because both have the same modulus.
